# If no pivot vanishes, a row-by-row Sherman–Morrison sweep gives the inverse and determinant of a Slater matrix

## Can the inverse be built one electron at a time, starting from the identity?

I take the Slater matrix to be an arbitrary $N\times N$ matrix $A$ over a field. Row $k$ belongs to electron $k$, column $j$ to orbital $j$, and the entry $A_{kj}=\varphi_j(x_k)$ is just a number, with nothing else about the orbitals retained.

I start from the identity matrix and replace its rows $0,1,\dots,N-1$ by those of $A$, correcting the inverse after each replacement with the Sherman–Morrison formula. Each step divides by a pivot. My claim is that if all $N$ pivots are nonzero, I end with $A^{-1}$, and the product of the pivots is $\det A$. I would like to see this derived in full and checked by machine, and to know which matrices $A$ let the sweep run through.

## The running matrix inverts a partly filled Slater matrix

The claim is true, and the sweep runs through exactly when all leading principal minors of $A$ are nonzero. The object to follow is the stage matrix $M_k$, whose first $k$ rows are those of $A$ and whose remaining rows are still those of the identity. Thus $M_0=1$ and $M_N=A$.

Let $X_k$ be the running matrix after $k$ replacements, with $X_0=1$. For the next row, define
$$r_j=\sum_l A_{kl}(X_k)_{lj},\qquad p_k=r_k=\sum_j A_{kj}(X_k)_{jk}.$$
The number $p_k$ is the pivot. Suppose that $M_kX_k=1$. Row $k$ of $M_k$ is still the unit row, so row $k$ of $X_k$ is the unit row too. The change of row $k$ is the rank-one term $e_k(a_k-e_k)^T$, where $a_k^T$ is row $k$ of $A$ and $e_k$ is the unit vector. The Sherman–Morrison denominator is therefore
$$1+(a_k-e_k)^TX_ke_k=1+p_k-1=p_k,$$
and the update reads
$$(X_{k+1})_{ij}=(X_k)_{ij}-(X_k)_{ik}\,\frac{r_j-\delta_{kj}}{p_k}.$$

To verify it, note that $M_{k+1}$ and $M_k$ differ only in row $k$. Hence $M_{k+1}X_k$ is the identity with row $k$ replaced by $r$. Multiplying the update from the left by $M_{k+1}$ gives two cases:

- For $i\neq k$, the entry is $\delta_{ij}-0=\delta_{ij}$.
- For $i=k$, the entry is $r_j-p_k(r_j-\delta_{kj})/p_k=\delta_{kj}$.

So $M_{k+1}X_{k+1}=1$. By induction this holds at every stage, and at $k=N$ it says $AX_N=1$. For square matrices a right inverse is also a left inverse.

## Each replacement multiplies the determinant by its pivot

The matrix $M_{k+1}X_k$ has only one nonzero entry in column $k$ at most, namely $p_k$ on the diagonal. Expanding along that column leaves an identity matrix, so
$$\det M_{k+1}\,\det X_k=p_k,\qquad \det M_k\,\det X_k=1.$$
Together these give $\det M_{k+1}=p_k\det M_k$. Since $\det M_0=1$, the last stage yields $\det A=\prod_{k=0}^{N-1}p_k$.

Now let $D_k$ be the determinant of the first $k$ rows and columns of $A$, with $D_0=1$. The lower-left block of $M_k$ is zero and its lower-right block is an identity, so $\det M_k=D_k$. As long as the earlier pivots are nonzero, this means
$$D_{k+1}=p_kD_k.$$
If all pivots are nonzero, every $M_{k+1}$ is invertible and so $D_{k+1}\neq0$. Conversely, suppose that $D_1,\dots,D_N$ are nonzero. Going through the rows in order, the earlier pivots are already known to be nonzero, and $p_k=0$ would force $D_{k+1}=0$, a contradiction.

Physically, $D_k$ is the unnormalised Slater determinant of the first $k$ electrons in the first $k$ orbitals. The condition says that none of these partial determinants sits on a node.

## A two-electron matrix worked through

Take
$$A=\begin{pmatrix}2&1\\4&5\end{pmatrix},\qquad \det A=6.$$
For row $0$, $r=(2,1)$ and $p_0=2$, so
$$X_1=\begin{pmatrix}1/2&-1/2\\0&1\end{pmatrix}.$$
For row $1$, $r=(4,5)X_1=(2,3)$ and $p_1=3$. The update gives
$$X_2=\begin{pmatrix}5/6&-1/6\\-2/3&1/3\end{pmatrix}=A^{-1}.$$
The pivots multiply to $2\cdot3=6$, and the leading minors are $D_1=2$ and $D_2=6$.

## The Lean file

```lean
import Mathlib

open Matrix

namespace SlaterRowSweep

noncomputable section

variable {K : Type*} [Field K] {N : ℕ}

/-- The Slater matrix at stage `k` of the sweep: the first `k` rows are those of `A`,
the others are still rows of the identity. -/
def mixed (A : Matrix (Fin N) (Fin N) K) (k : ℕ) : Matrix (Fin N) (Fin N) K :=
  Matrix.of fun i j => if i.val < k then A i j else (1 : Matrix (Fin N) (Fin N) K) i j

/-- The Sherman-Morrison update of a running inverse `X` when row `k` of the identity
is replaced by row `k` of `A`. -/
def rowUpdate (A X : Matrix (Fin N) (Fin N) K) (k : Fin N) : Matrix (Fin N) (Fin N) K :=
  Matrix.of fun i j =>
    X i j - X i k * (((A * X) k j - (1 : Matrix (Fin N) (Fin N) K) k j) / (A * X) k k)

/-- The running matrix after `k` steps, starting from the identity: step `k` applies `rowUpdate` for
row `k` if `k < N`, and changes nothing otherwise. -/
def sweep (A : Matrix (Fin N) (Fin N) K) : ℕ → Matrix (Fin N) (Fin N) K
  | 0 => 1
  | k + 1 => if h : k < N then rowUpdate A (sweep A k) ⟨k, h⟩ else sweep A k

/-- The pivot of row `k`: the sum over `j` of `A k j` times the entry `j k` of the running matrix
`sweep A k`. -/
def pivot (A : Matrix (Fin N) (Fin N) K) (k : Fin N) : K :=
  (A * sweep A k.val) k k

/-- The leading principal minor of `A`: the determinant of its first `k` rows and columns. -/
def leadingMinor (A : Matrix (Fin N) (Fin N) K) (k : ℕ) : K :=
  (A.toSquareBlockProp (fun i => i.val < k)).det

/-- Passing to the next stage changes only row `k` of the product with any matrix `X`. -/
theorem mixed_succ_mul (A X : Matrix (Fin N) (Fin N) K) (k : Fin N) :
    mixed A (k.val + 1) * X = (mixed A k.val * X).updateRow k ((A * X) k) := by
  ext i j
  by_cases h : i = k
  · rw [h, Matrix.updateRow_self, Matrix.mul_apply, Matrix.mul_apply]
    refine Finset.sum_congr rfl fun l _ => ?_
    have e : mixed A (k.val + 1) k l = A k l := by simp [mixed]
    rw [e]
  · have hv : i.val ≠ k.val := fun e => h (Fin.ext e)
    have hlt : (i.val < k.val + 1) ↔ (i.val < k.val) := by omega
    rw [Matrix.updateRow_ne h, Matrix.mul_apply, Matrix.mul_apply]
    refine Finset.sum_congr rfl fun l _ => ?_
    have e : mixed A (k.val + 1) i l = mixed A k.val i l := by
      simp only [mixed, Matrix.of_apply, hlt]
    rw [e]

/-- Multiplying `rowUpdate A X k` from the left by `M` gives `M * X` minus a rank-one correction. -/
theorem mul_rowUpdate (M A X : Matrix (Fin N) (Fin N) K) (k i j : Fin N) :
    (M * rowUpdate A X k) i j = (M * X) i j - (M * X) i k *
      (((A * X) k j - (1 : Matrix (Fin N) (Fin N) K) k j) / (A * X) k k) := by
  have aux : ∀ c : K, ∑ l, M i l * (X l j - X l k * c)
      = (M * X) i j - (M * X) i k * c := by
    intro c
    simp only [Matrix.mul_apply, mul_sub, Finset.sum_sub_distrib, Finset.sum_mul, mul_assoc]
  rw [Matrix.mul_apply]
  exact aux (((A * X) k j - (1 : Matrix (Fin N) (Fin N) K) k j) / (A * X) k k)

/-- As long as the pivots met so far are nonzero, the running matrix is the inverse of
the Slater matrix at that stage. -/
theorem mixed_mul_sweep (A : Matrix (Fin N) (Fin N) K) (k : ℕ) (hk : k ≤ N)
    (h : ∀ i : Fin N, i.val < k → pivot A i ≠ 0) : mixed A k * sweep A k = 1 := by
  induction k with
  | zero =>
    rw [sweep, mul_one]
    ext i j
    simp [mixed]
  | succ k ih =>
    have hkN : k < N := hk
    have IH := ih (by omega) (fun i hi => h i (by omega))
    have hR : (A * sweep A k) ⟨k, hkN⟩ ⟨k, hkN⟩ ≠ 0 := h ⟨k, hkN⟩ (Nat.lt_succ_self k)
    have hs : sweep A (k + 1) = rowUpdate A (sweep A k) ⟨k, hkN⟩ := by
      simp only [sweep, dif_pos hkN]
    -- before the update, the product differs from the identity in row `k` only
    have hm : mixed A (k + 1) * sweep A k = (1 : Matrix (Fin N) (Fin N) K).updateRow
        ⟨k, hkN⟩ ((A * sweep A k) ⟨k, hkN⟩) := by
      rw [← IH]
      exact mixed_succ_mul A (sweep A k) ⟨k, hkN⟩
    rw [hs]
    ext i j
    rw [mul_rowUpdate, hm]
    by_cases hi : i = ⟨k, hkN⟩
    · -- the rank-one correction repairs row `k`
      rw [hi, Matrix.updateRow_self]
      have e := div_mul_cancel₀ ((A * sweep A k) ⟨k, hkN⟩ j
        - (1 : Matrix (Fin N) (Fin N) K) ⟨k, hkN⟩ j) hR
      linear_combination -e
    · rw [Matrix.updateRow_ne hi, Matrix.one_apply_ne hi, zero_mul, sub_zero]

/-- If the earlier pivots are nonzero, replacing row `k` multiplies the determinant of
the stage matrix by the pivot of row `k`. -/
theorem det_mixed_succ (A : Matrix (Fin N) (Fin N) K) (k : Fin N)
    (h : ∀ i : Fin N, i.val < k.val → pivot A i ≠ 0) :
    (mixed A (k.val + 1)).det = pivot A k * (mixed A k.val).det := by
  have IH := mixed_mul_sweep A k.val k.isLt.le h
  have hd := congrArg Matrix.det (mixed_succ_mul A (sweep A k.val) k)
  rw [IH, Matrix.det_mul, ← Matrix.cramer_transpose_apply, Matrix.transpose_one,
    Matrix.cramer_one] at hd
  have hp : (mixed A (k.val + 1)).det * (sweep A k.val).det = pivot A k := hd
  have h1 := congrArg Matrix.det IH
  rw [Matrix.det_mul, Matrix.det_one] at h1
  linear_combination (mixed A k.val).det * hp - (mixed A (k.val + 1)).det * h1

/-- If all pivots are nonzero, the sweep from the identity ends at the two-sided inverse
of the Slater matrix `A`, and the Slater determinant is the product of the pivots. -/
theorem sweep_inverse_and_det (A : Matrix (Fin N) (Fin N) K) (h : ∀ k, pivot A k ≠ 0) :
    A * sweep A N = 1 ∧ sweep A N * A = 1 ∧ A.det = ∏ k, pivot A k := by
  have hA : mixed A N = A := by
    ext i j
    simp [mixed]
  have hinv : A * sweep A N = 1 := by
    have e := mixed_mul_sweep A N le_rfl (fun i _ => h i)
    rwa [hA] at e
  -- the determinant accumulates one pivot per replaced row
  have key : ∀ (k : ℕ) (hk : k ≤ N),
      (mixed A k).det = ∏ i : Fin k, pivot A (Fin.castLE hk i) := by
    intro k
    induction k with
    | zero =>
      intro hk
      have h0 : mixed A 0 = 1 := by
        ext i j
        simp [mixed]
      simp [h0]
    | succ k ih =>
      intro hk
      have e : (mixed A (k + 1)).det = pivot A ⟨k, hk⟩ * (mixed A k).det :=
        det_mixed_succ A ⟨k, hk⟩ (fun i _ => h i)
      rw [ih (by omega)] at e
      rw [Fin.prod_univ_castSucc, mul_comm]
      exact e
  refine ⟨hinv, mul_eq_one_comm.mp hinv, ?_⟩
  have e := key N le_rfl
  rw [hA] at e
  exact e

/-- The determinant of the stage matrix is the leading principal minor of `A`. -/
theorem det_mixed (A : Matrix (Fin N) (Fin N) K) (k : ℕ) :
    (mixed A k).det = leadingMinor A k := by
  have hz : ∀ i : Fin N, ¬ i.val < k → ∀ j : Fin N, j.val < k → mixed A k i j = 0 := by
    intro i hi j hj
    have hij : i ≠ j := fun e => hi (e ▸ hj)
    show (if i.val < k then A i j else (1 : Matrix (Fin N) (Fin N) K) i j) = 0
    rw [if_neg hi, Matrix.one_apply_ne hij]
  -- the stage matrix is block triangular with an identity block
  have h0 : (mixed A k).det = ((mixed A k).toSquareBlockProp (fun i => i.val < k)).det
      * ((mixed A k).toSquareBlockProp (fun i => ¬ i.val < k)).det :=
    Matrix.twoBlockTriangular_det (mixed A k) (fun i => i.val < k) hz
  have h1 : (mixed A k).toSquareBlockProp (fun i => i.val < k)
      = A.toSquareBlockProp (fun i => i.val < k) := by
    ext i j
    show (if i.1.val < k then A i.1 j.1 else (1 : Matrix (Fin N) (Fin N) K) i.1 j.1)
      = A i.1 j.1
    exact if_pos i.2
  have h2 : (mixed A k).toSquareBlockProp (fun i => ¬ i.val < k) = 1 := by
    ext i j
    show (if i.1.val < k then A i.1 j.1 else (1 : Matrix (Fin N) (Fin N) K) i.1 j.1) = _
    rw [if_neg i.2]
    simp only [Matrix.one_apply, Subtype.ext_iff]
  rw [h0, h1, h2, Matrix.det_one, mul_one, leadingMinor]

/-- All pivots of the sweep are nonzero exactly when all leading principal minors of the
Slater matrix, of sizes `1` to `N`, are nonzero. -/
theorem pivots_ne_zero_iff (A : Matrix (Fin N) (Fin N) K) :
    (∀ k, pivot A k ≠ 0) ↔ ∀ k : Fin N, leadingMinor A (k.val + 1) ≠ 0 := by
  constructor
  · intro h k
    -- an invertible stage matrix has nonzero determinant
    have e := congrArg Matrix.det (mixed_mul_sweep A (k.val + 1) k.isLt (fun i _ => h i))
    rw [Matrix.det_mul, Matrix.det_one, det_mixed] at e
    intro h0
    rw [h0, zero_mul] at e
    exact zero_ne_one e
  · intro h
    have key : ∀ (n : ℕ) (hn : n < N), pivot A ⟨n, hn⟩ ≠ 0 := by
      intro n
      induction n using Nat.strong_induction_on with
      | _ n ih =>
        intro hn h0
        have e := det_mixed_succ A ⟨n, hn⟩ (fun i hi => ih i.val hi i.isLt)
        rw [h0, zero_mul, det_mixed] at e
        exact h ⟨n, hn⟩ e
    exact fun k => key k.val k.isLt

/-- The matrix that swaps two orbitals has determinant `-1`, yet its first pivot vanishes. -/
theorem swap_first_pivot_zero :
    (!![0, 1; 1, 0] : Matrix (Fin 2) (Fin 2) K).det = -1 ∧
      pivot (!![0, 1; 1, 0] : Matrix (Fin 2) (Fin 2) K) 0 = 0 := by
  constructor
  · simp [Matrix.det_fin_two]
  · simp [pivot, sweep]

end

end SlaterRowSweep
```

```lean
#print axioms SlaterRowSweep.sweep_inverse_and_det
#print axioms SlaterRowSweep.pivots_ne_zero_iff
#print axioms SlaterRowSweep.swap_first_pivot_zero
```

```
'SlaterRowSweep.sweep_inverse_and_det' depends on axioms: [propext, Classical.choice, Quot.sound]
'SlaterRowSweep.pivots_ne_zero_iff' depends on axioms: [propext, Classical.choice, Quot.sound]
'SlaterRowSweep.swap_first_pivot_zero' depends on axioms: [propext, Classical.choice, Quot.sound]
```

## What the theorems say about electrons and orbitals

The type `Matrix (Fin N) (Fin N) K` holds the Slater matrix, with electrons as rows and orbitals as columns, both numbered from $0$. The field `K` can be $\mathbb R$ or $\mathbb C$. The definitions translate as follows:

- `mixed A k` is $M_k$, and `sweep A k` is $X_k$.
- `rowUpdate A X k` is the update formula, with `(A * X) k j` in the role of $r_j$.
- `pivot A k` is $p_k$, written as the diagonal entry `(A * sweep A k.val) k k`.
- `leadingMinor A k` is $D_k$.

The theorem `sweep_inverse_and_det` assumes `∀ k, pivot A k ≠ 0` and concludes $AX_N=1$, $X_NA=1$ and $\det A=\prod_kp_k$. It includes $N=0$, where both the determinant and the empty product equal $1$. Lean's division returns zero when the divisor is zero, so `sweep` is defined for every $A$, but after a vanishing pivot it need no longer be an inverse.

The theorem `pivots_ne_zero_iff` replaces the hypothesis on the pivots by one on $A$ alone: the minors of sizes $1$ to $N$ must be nonzero. For $N\ge2$ this is strictly stronger than invertibility; for $N\le1$ the two conditions agree. In `swap_first_pivot_zero` the matrix that swaps two orbitals has determinant $-1$, yet its first pivot is $A_{00}=0$.

The determinant carries no factor $1/\sqrt{N!}$; the normalised wavefunction value for orthonormal orbitals is $\det A/\sqrt{N!}$. The order of the rows is fixed, there is no row exchange, and the arithmetic is exact, so rounding errors are not described. In quantum Monte Carlo without backflow, where each orbital is evaluated at the coordinates of one electron only, a single-electron move changes one row of a Slater matrix, and the Sherman–Morrison denominator is the ratio of the new determinant to the old one; the theorems here treat one sweep from the identity for a single determinant.

## How the proof follows the calculation

**The inverse.** `mixed_succ_mul` states that passing from $M_k$ to $M_{k+1}$ changes only row $k$ of the product with any matrix. It compares entries, separating row $k$ from the others. `mul_rowUpdate` distributes a left factor over the update formula.

`mixed_mul_sweep` is the induction for $M_kX_k=1$. Its hypothesis concerns only the pivots already met. The intermediate statement `hm` says that $M_{k+1}X_k$ is the identity with row $k$ replaced by $r$. The case split on `i = ⟨k, hkN⟩` then reproduces the two cases above. In row $k$, `div_mul_cancel₀` cancels the pivot, which is where it must be nonzero, and `linear_combination` finishes the algebra.

**The determinant.** `det_mixed_succ` takes determinants of the same product. The determinant of the identity with one row replaced is evaluated through Mathlib's Cramer map, instead of by column expansion. This gives `hp`, which is $\det M_{k+1}\det X_k=p_k$, while `h1` is $\det M_k\det X_k=1$. The final `linear_combination` multiplies the first by $\det M_k$, the second by $\det M_{k+1}$, and subtracts, which eliminates $\det X_k$.

In `sweep_inverse_and_det`, `hA` identifies $M_N$ with $A$, and `mul_eq_one_comm` turns the right inverse into a left inverse. The inner induction `key` collects one pivot per row into the product.

**The minors.** `det_mixed` applies `Matrix.twoBlockTriangular_det` to the block form of $M_k$: `h1` identifies the upper block with that of $A$, and `h2` identifies the lower one with the identity.

The forward half of `pivots_ne_zero_iff` takes the determinant of $M_{k+1}X_{k+1}=1$, which excludes $D_{k+1}=0$. The converse uses strong induction, because the relation between $D_{k+1}$ and $D_k$ requires all earlier pivots to be nonzero. The swap example is settled by evaluating the definitions.
